# Conjugating a freely evolved complex magnetization is the same as evolving its conjugate with reversed frequency offsets

The lemma concerns a complex magnetization `m` on finitely many sites, evolving linearly for a real time `τ` under the propagator exp(τ(K + iW)), where K is any real exchange matrix and W is the diagonal matrix of real site offsets `w`. It states that the complex conjugate of the evolved magnetization equals the conjugate of `m` evolved for the same time with the same K and with every offset reversed in sign. The attempt writes the entrywise conjugate of a matrix as its conjugate transpose followed by a transpose. It shows that this operation turns the generator for `w` into the one for `-w`, carries the result through the exponential, and then applies the propagator to the vector.

An attempt in Lean 4 with a fault in it:

```lean
import Mathlib

open Matrix Filter Topology

namespace StarFreeMulVec

noncomputable section

variable {ι : Type*} [Fintype ι] [DecidableEq ι]

/-- The generator `K + iW` of free evolution, with exchange matrix `K` and site offsets `w`. -/
def generator (K : Matrix ι ι ℝ) (w : ι → ℝ) : Matrix ι ι ℂ :=
  K.map (fun x => (x : ℂ)) + Complex.I • Matrix.diagonal (fun j => (w j : ℂ))

/-- The free-evolution propagator `exp(τ(K + iW))`. -/
def free (K : Matrix ι ι ℝ) (w : ι → ℝ) (τ : ℝ) : Matrix ι ι ℂ :=
  NormedSpace.exp (τ • generator K w)

/-- Conjugating the magnetization after free evolution is the same as conjugating it before
and evolving with all offsets reversed. -/
theorem star_free_mulVec (K : Matrix ι ι ℝ) (w : ι → ℝ) (τ : ℝ) (m : ι → ℂ) :
    star (free K w τ *ᵥ m) = free K (-w) τ *ᵥ star m := by
  have hG : (generator K w)ᴴᵀ = generator K (-w) := by
    ext i j
    by_cases h : i = j
    · subst h
      simp [generator]
    · simp [generator, Matrix.diagonal_apply, h]
  have hF : (free K w τ)ᴴᵀ = free K (-w) τ := by
    unfold free
    rw [← Matrix.exp_conjTranspose, ← Matrix.exp_transpose, Matrix.conjTranspose_smul,
      star_trivial, Matrix.transpose_smul, hG]
  rw [Matrix.star_mulVec, ← Matrix.mulVec_transpose, hF]

end

end StarFreeMulVec
```

Messages:

```
Main.lean:28:4: error: unsolved goals
case neg
ι : Type u_1
inst✝¹ : Fintype ι
inst✝ : DecidableEq ι
K : Matrix ι ι ℝ
w : ι → ℝ
τ : ℝ
m : ι → ℂ
i j : ι
h : ¬i = j
⊢ j = i → w j = 0
```

The error is in `hG`, the claim about the generator, in the case of an off-diagonal entry, where `h` says `¬i = j`. There the offsets contribute nothing to either side, but `simp` stops at `j = i → w j = 0`.

The conjugate transpose and the transpose each swap the indices, and `simp` has undone only one of the swaps by the time it reads the diagonal matrix on the left, so it meets the entry at `j`, `i`. `Matrix.diagonal_apply` turns that entry into a case split on `j = i`. Given `h`, `simp` can replace `i = j` by `False`, but it does not turn the equation round to do the same for `j = i`. The condition therefore survives, and with it a demand that the offset vanish.

The repair also passes `Ne.symm h`, which says `j ≠ i`, so the offset term is now zero in either index order. Dropping `Matrix.diagonal_apply` is mere tidying, since `simp` already knows that off-diagonal entries of a diagonal matrix are zero.

Lean accepts the file once it reads:

```diff
@@ -26,5 +26,5 @@
     · subst h
       simp [generator]
-    · simp [generator, Matrix.diagonal_apply, h]
+    · simp [generator, h, Ne.symm h]
   have hF : (free K w τ)ᴴᵀ = free K (-w) τ := by
     unfold free
```
